# A sharp bound on the Shannon entropy difference of two probability vectors at known total variation distance

A two-level system is certainly in its first state, so its populations are $q=(1,0)$. Move probability $t$, with $0<t<1$, to the second state, giving $p=(1-t,t)$. The entropy rises from $0$ to $-t\log t-(1-t)\log(1-t)$. Here $p$ is a part shared with $q$, $(1-t,0)$, plus an excess $(0,t)$.

On $n\ge 2$ states the same split bounds the entropy change for any two population vectors. The excess always leaves some state empty, so it spreads over at most $n-1$ states. Compared with an excess of the same total weight $t$ held in a single state, this spreading adds at most $t\log(n-1)$ to the bound.

For density matrices on a finite-dimensional space that are diagonal in a common basis, this bounds the difference of their von Neumann entropies. The step to non-commuting density matrices needs a further argument.

## States, entropy and distance

```lean
import Mathlib

open Finset

namespace ClassicalFannes

noncomputable section

variable {ι : Type*} [Fintype ι]
```

The states are the elements of a finite type `ι`. A vector of populations is a function `ι → ℝ`.

```lean
/-- A probability vector: non-negative weights that sum to one. -/
def IsProb (p : ι → ℝ) : Prop := (∀ i, 0 ≤ p i) ∧ ∑ i, p i = 1
```

`IsProb p` says that $p_i\ge 0$ for all $i$ and $\sum_i p_i=1$.

```lean
/-- The Shannon entropy `-∑ p_i log p_i`, with `0 log 0 = 0`. -/
def shannon (p : ι → ℝ) : ℝ := ∑ i, Real.negMulLog (p i)
```

Write $\eta(x)=-x\log x$, Mathlib's `Real.negMulLog`. Then $H(p)=\sum_i\eta(p_i)$, with natural logarithm and $k_B=1$. Lean sets $\log 0=0$, which gives $0\log 0=0$.

```lean
/-- The total variation distance, half the sum of `|p_i - q_i|`. -/
def tvDist (p q : ι → ℝ) : ℝ := (1 / 2) * ∑ i, |p i - q i|
```

This is $t=\tfrac12\sum_i|p_i-q_i|$.

```lean
/-- The bound `t log (n-1) - t log t - (1-t) log (1-t)`, for `n ≥ 2` and `0 ≤ t ≤ 1`,
with `0 log 0 = 0`. -/
def fannesBound (n : ℕ) (t : ℝ) : ℝ :=
  t * Real.log ((n : ℝ) - 1) - t * Real.log t - (1 - t) * Real.log (1 - t)
```

The bound is a function of the number of states and the distance.

## Elementary estimates

```lean
private lemma le_one {p : ι → ℝ} (hp : IsProb p) (i : ι) : p i ≤ 1 := by
  rw [← hp.2]
  exact single_le_sum (fun j _ => hp.1 j) (mem_univ i)
```

Each probability is at most the total, $1$.

```lean
private lemma card_pos (hn : 2 ≤ Fintype.card ι) : 0 < (Fintype.card ι : ℝ) - 1 := by
  have : (2 : ℝ) ≤ Fintype.card ι := by exact_mod_cast hn
  linarith
```

For $n\ge2$, the real number $n-1$ is positive.

```lean
private lemma mul_log_mono {x y : ℝ} (hx : 0 ≤ x) (hxy : x ≤ y) :
    x * Real.log x ≤ x * Real.log y := by
  rcases eq_or_lt_of_le hx with h | h
  · rw [← h, zero_mul, zero_mul]
  · exact mul_le_mul_of_nonneg_left (Real.log_le_log h hxy) hx
```

If $0\le x\le y$, then $x\log x\le x\log y$; the case $x=0$ is treated separately.

```lean
/-- Splitting a weight into two non-negative parts does not lower `-x log x`. -/
theorem negMulLog_add_le {x y : ℝ} (hx : 0 ≤ x) (hy : 0 ≤ y) :
    Real.negMulLog (x + y) ≤ Real.negMulLog x + Real.negMulLog y := by
  have h1 := mul_log_mono hx (le_add_of_nonneg_right hy)
  have h2 := mul_log_mono hy (le_add_of_nonneg_left hx)
  simp only [Real.negMulLog]
  linarith
```

For $x,y\ge0$, the previous lemma gives $x\log x\le x\log(x+y)$ and $y\log y\le y\log(x+y)$. Adding and changing sign gives $\eta(x+y)\le\eta(x)+\eta(y)$. The final `linarith` does this addition.

```lean
/-- Pointwise Gibbs inequality: a weight `w ≥ 0` is compared with a product `q r` of
non-negative factors that do not vanish unless `w` does. -/
theorem gibbs_term {w q r : ℝ} (hw : 0 ≤ w) (hq : 0 ≤ q) (hr : 0 ≤ r)
    (h : w ≠ 0 → q ≠ 0 ∧ r ≠ 0) :
    Real.negMulLog w ≤ q * r - w - w * Real.log q - w * Real.log r := by
  have hqr := mul_nonneg hq hr
  rcases eq_or_lt_of_le hw with h0 | h0
  · rw [← h0, Real.negMulLog_zero]
    linarith
  · obtain ⟨q0, r0⟩ := h h0.ne'
    have hpos : 0 < q * r / w :=
      div_pos (lt_of_le_of_ne hqr (mul_ne_zero q0 r0).symm) h0
    -- the inequality log x ≤ x - 1 at x = q r / w
    have h1 := mul_le_mul_of_nonneg_left (Real.log_le_sub_one_of_pos hpos) hw
    rw [Real.log_div (mul_ne_zero q0 r0) h0.ne', Real.log_mul q0 r0] at h1
    have h2 : w * (q * r / w - 1) = q * r - w := by
      have := h0.ne'
      field_simp
    rw [h2] at h1
    rw [Real.negMulLog]
    linarith
```

For $w>0$, put $x=qr/w$ in $\log x\le x-1$ and multiply by $w$:
$$-w\log w\le qr-w-w\log q-w\log r.$$
For $w=0$ the claim is $0\le qr$. The hypothesis `h` makes $q$ and $r$ nonzero whenever $w$ is. `rcases` separates the two cases.

## The shared part and the excess

```lean
/-- If `0 ≤ m_i ≤ q_i` for a probability vector `q`, then the sum of `-m_i log m_i` exceeds the
entropy of `q` by at most `-s log s`, where `s = ∑ m_i`. -/
theorem common_part_le {m q : ι → ℝ} (hq : IsProb q) (hm : ∀ i, 0 ≤ m i)
    (hmq : ∀ i, m i ≤ q i) :
    ∑ i, Real.negMulLog (m i) ≤ shannon q + Real.negMulLog (∑ i, m i) := by
  obtain ⟨s, hs⟩ : ∃ s, s = ∑ i, m i := ⟨_, rfl⟩
  have hle : ∀ i, m i ≤ s := fun i => by
    rw [hs]
    exact single_le_sum (fun j _ => hm j) (mem_univ i)
  have h : ∑ i, Real.negMulLog (m i) ≤
      ∑ i, (q i * s - m i + Real.negMulLog (q i) - m i * Real.log s) := by
    refine sum_le_sum fun i _ => ?_
    have h1 := gibbs_term (hm i) (hq.1 i) ((hm i).trans (hle i)) fun hne =>
      have hpos := lt_of_le_of_ne (hm i) hne.symm
      ⟨(hpos.trans_le (hmq i)).ne', (hpos.trans_le (hle i)).ne'⟩
    have h2 := mul_nonneg (sub_nonneg.2 (hmq i))
      (neg_nonneg.2 (Real.log_nonpos (hq.1 i) (le_one hq i)))
    have h3 : Real.negMulLog (q i) = -q i * Real.log (q i) := rfl
    linarith
  simp only [sum_sub_distrib, sum_add_distrib] at h
  rw [← sum_mul, ← sum_mul, hq.2, ← hs] at h
  have e : Real.negMulLog s = -s * Real.log s := rfl
  rw [← hs, shannon]
  linarith
```

Let $0\le m_i\le q_i$ and $s=\sum_i m_i$. Apply the last inequality with $w=m_i$, $q=q_i$, $r=s$. Since $\log q_i\le0$, we have $-m_i\log q_i\le\eta(q_i)$ (also when $q_i=0$), so
$$\eta(m_i)\le q_is-m_i+\eta(q_i)-m_i\log s.$$
Summing with `sum_le_sum`, the terms $s-s$ cancel and $\sum_i\eta(m_i)\le H(q)+\eta(s)$ remains.

```lean
variable [DecidableEq ι]

private lemma sum_point (k : ι) (a b : ℝ) :
    ∑ i, (if i = k then a else b) = a + ((Fintype.card ι : ℝ) - 1) * b := by
  have e : ∀ i, (if i = k then a else b) = b + if i = k then a - b else 0 := by
    intro i
    split_ifs <;> ring
  rw [sum_congr rfl (fun i _ => e i), sum_add_distrib, sum_ite_eq',
    if_pos (mem_univ k), sum_const, card_univ, nsmul_eq_mul]
  ring
```

A vector with value $a$ at $k$ and $b$ elsewhere sums to $a+(n-1)b$.

```lean
/-- Non-negative weights of total `S` on `n ≥ 2` states, one of them empty, have
`-∑ a_i log a_i` at most `S log (n-1) - S log S`. -/
theorem excess_part_le (hn : 2 ≤ Fintype.card ι) (k : ι) {a : ι → ℝ}
    (ha : ∀ i, 0 ≤ a i) (hk : a k = 0) :
    ∑ i, Real.negMulLog (a i) ≤ (∑ i, a i) * Real.log ((Fintype.card ι : ℝ) - 1)
      - (∑ i, a i) * Real.log (∑ i, a i) := by
  obtain ⟨S, hS⟩ : ∃ S, S = ∑ i, a i := ⟨_, rfl⟩
  have hc := card_pos hn
  have hle : ∀ i, a i ≤ S := fun i => by
    rw [hS]
    exact single_le_sum (fun j _ => ha j) (mem_univ i)
  -- compare with S spread evenly over the states other than k
  have h : ∑ i, Real.negMulLog (a i) ≤
      ∑ i, ((if i = k then 0 else S * ((Fintype.card ι : ℝ) - 1)⁻¹) - a i
        - a i * Real.log S - a i * Real.log ((Fintype.card ι : ℝ) - 1)⁻¹) := by
    refine sum_le_sum fun i _ => ?_
    split_ifs with hi
    · rw [hi, hk]
      simp
    · exact gibbs_term (ha i) ((ha i).trans (hle i)) (inv_nonneg.2 hc.le) fun hne =>
        ⟨((lt_of_le_of_ne (ha i) hne.symm).trans_le (hle i)).ne', inv_ne_zero hc.ne'⟩
  simp only [sum_sub_distrib] at h
  rw [sum_point, ← sum_mul, ← sum_mul, ← hS, Real.log_inv, mul_left_comm,
    mul_inv_cancel₀ hc.ne'] at h
  rw [← hS]
  linarith
```

Let $a_i\ge0$, $S=\sum_i a_i$ and $a_k=0$. For $i\ne k$, use $w=a_i$, $q=S$, $r=1/(n-1)$:
$$\eta(a_i)\le \frac{S}{n-1}-a_i-a_i\log S+a_i\log(n-1).$$
At $k$ the left side is $\eta(0)=0$, and the term $S/(n-1)$ on the right is replaced by zero, so both sides vanish. The sum is $\sum_i\eta(a_i)\le S\log(n-1)-S\log S$.

## The bound

```lean
/-- Classical Fannes bound: the Shannon entropies of two probability vectors on `n ≥ 2` states at
total variation distance `t` differ by at most `t log (n-1) - t log t - (1-t) log (1-t)`. -/
theorem abs_shannon_sub_le (hn : 2 ≤ Fintype.card ι) {p q : ι → ℝ}
    (hp : IsProb p) (hq : IsProb q) :
    |shannon p - shannon q| ≤ fannesBound (Fintype.card ι) (tvDist p q) := by
  have key : ∀ {a b : ι → ℝ}, IsProb a → IsProb b →
      shannon a - shannon b ≤ fannesBound (Fintype.card ι) (tvDist a b) := by
    intro a b ha hb
    have hm : ∑ i, min (a i) (b i) = 1 - tvDist a b := by
      have e : ∀ i, min (a i) (b i) =
          (1 / 2) * a i + (1 / 2) * b i - (1 / 2) * |a i - b i| := by
        intro i
        rcases le_total (a i) (b i) with h | h
        · rw [min_eq_left h, abs_of_nonpos (sub_nonpos.2 h)]
          ring
        · rw [min_eq_right h, abs_of_nonneg (sub_nonneg.2 h)]
          ring
      rw [sum_congr rfl (fun i _ => e i), sum_sub_distrib, sum_add_distrib,
        ← mul_sum, ← mul_sum, ← mul_sum, ha.2, hb.2, tvDist]
      ring
    have hd : ∑ i, (a i - min (a i) (b i)) = tvDist a b := by
      rw [sum_sub_distrib, ha.2, hm]
      ring
    -- some state carries no excess of a over b
    have : Nonempty ι := Fintype.card_pos_iff.1 (by omega)
    obtain ⟨k, _, hk⟩ := exists_le_of_sum_le univ_nonempty (ha.2.trans hb.2.symm).le
    have h1 := excess_part_le hn k (a := fun i => a i - min (a i) (b i))
      (fun i => sub_nonneg.2 (min_le_left _ _)) (by simp only [min_eq_left hk, sub_self])
    have h2 := common_part_le hb (m := fun i => min (a i) (b i))
      (fun i => le_min (ha.1 i) (hb.1 i)) (fun i => min_le_right _ _)
    have h3 : shannon a ≤ ∑ i, Real.negMulLog (min (a i) (b i))
        + ∑ i, Real.negMulLog (a i - min (a i) (b i)) := by
      rw [shannon, ← sum_add_distrib]
      refine sum_le_sum fun i _ => ?_
      have h := negMulLog_add_le (le_min (ha.1 i) (hb.1 i))
        (sub_nonneg.2 (min_le_left (a i) (b i)))
      rwa [add_sub_cancel] at h
    rw [hd] at h1
    rw [hm] at h2
    have e : Real.negMulLog (1 - tvDist a b) =
      -(1 - tvDist a b) * Real.log (1 - tvDist a b) := rfl
    rw [fannesBound]
    linarith
  have hsymm : tvDist q p = tvDist p q := by
    simp only [tvDist, abs_sub_comm]
  exact abs_sub_le_iff.2 ⟨key hp hq, hsymm ▸ key hq hp⟩
```

In words: if `ι` has at least two elements and $p,q$ are probability vectors, then $|H(p)-H(q)|$ is at most the bound at their distance $t$.

Set $m_i=\min(p_i,q_i)=\tfrac12(p_i+q_i-|p_i-q_i|)$, so $\sum_i m_i=1-t$ (`hm`). The excess $e_i=p_i-m_i$ sums to $t$ (`hd`). As $p$ and $q$ have equal totals, some $k$ has $p_k\le q_k$, hence $e_k=0$. The three estimates, `h3`, `h2` and `h1`, then give
$$\begin{aligned}H(p)&\le\sum_i\eta(m_i)+\sum_i\eta(e_i)\\&\le H(q)-(1-t)\log(1-t)+t\log(n-1)-t\log t.\end{aligned}$$
This is `key`, where $p,q$ are called `a`, `b`. Exchanging them leaves $t$ unchanged and supplies the absolute value.

## Equality at every distance

```lean
/-- Weight `1 - t` on the state `k`, and `t` shared equally by the other `n - 1` states,
for `n ≥ 2`. -/
def spread (k : ι) (t : ℝ) : ι → ℝ :=
  fun i => if i = k then 1 - t else t / ((Fintype.card ι : ℝ) - 1)
```

`spread k t` generalises the opening example: weight $1-t$ stays on $k$, and every other state receives $t/(n-1)$.

```lean
/-- Sharpness: for `n ≥ 2` and every `t` in `[0,1]`, `spread k t` and `spread k 0` are probability
vectors at distance `t` whose entropies differ by exactly the Fannes bound. -/
theorem fannes_sharp (hn : 2 ≤ Fintype.card ι) (k : ι) {t : ℝ} (h0 : 0 ≤ t) (h1 : t ≤ 1) :
    IsProb (spread k t) ∧ IsProb (spread k 0) ∧ tvDist (spread k t) (spread k 0) = t ∧
      |shannon (spread k t) - shannon (spread k 0)| = fannesBound (Fintype.card ι) t := by
  have hc := card_pos hn
  have cancel : ∀ s : ℝ, ((Fintype.card ι : ℝ) - 1) * (s / ((Fintype.card ι : ℝ) - 1)) = s := by
    intro s
    rw [mul_div_assoc', mul_comm _ s, mul_div_assoc, div_self hc.ne', mul_one]
  have hP : ∀ s : ℝ, 0 ≤ s → s ≤ 1 → IsProb (spread k s) := by
    intro s hs0 hs1
    unfold spread
    refine ⟨fun i => ?_, by rw [sum_point, cancel, sub_add_cancel]⟩
    dsimp only
    split_ifs
    · linarith
    · exact div_nonneg hs0 hc.le
  have hS : ∀ s : ℝ, shannon (spread k s) = fannesBound (Fintype.card ι) s := by
    intro s
    have e : ∀ i, Real.negMulLog (spread k s i) = if i = k then Real.negMulLog (1 - s)
        else Real.negMulLog (s / ((Fintype.card ι : ℝ) - 1)) := by
      intro i
      unfold spread
      split_ifs <;> rfl
    have hl : s * Real.log (s / ((Fintype.card ι : ℝ) - 1)) =
        s * Real.log s - s * Real.log ((Fintype.card ι : ℝ) - 1) := by
      by_cases hs : s = 0
      · rw [hs]
        ring
      · rw [Real.log_div hs hc.ne']
        ring
    rw [shannon, sum_congr rfl (fun i _ => e i), sum_point, Real.negMulLog,
      Real.negMulLog, fannesBound]
    linear_combination (-Real.log (s / ((Fintype.card ι : ℝ) - 1))) * cancel s - hl
  have hz : shannon (spread k 0) = 0 := by
    rw [hS, fannesBound]
    simp
  have hnn : 0 ≤ shannon (spread k t) := sum_nonneg fun i _ =>
    Real.negMulLog_nonneg ((hP t h0 h1).1 i) (le_one (hP t h0 h1) i)
  refine ⟨hP t h0 h1, hP 0 le_rfl zero_le_one, ?_, ?_⟩
  · have e : ∀ i, |spread k t i - spread k 0 i| =
        if i = k then t else t / ((Fintype.card ι : ℝ) - 1) := by
      intro i
      unfold spread
      split_ifs
      · rw [show 1 - t - (1 - 0) = -t by ring, abs_neg, abs_of_nonneg h0]
      · rw [zero_div, sub_zero, abs_of_nonneg (div_nonneg h0 hc.le)]
    rw [tvDist, sum_congr rfl (fun i _ => e i), sum_point, cancel]
    ring
  · rw [hz, sub_zero, abs_of_nonneg hnn, hS]

end

end ClassicalFannes
```

For every $k$ and $0\le t\le1$, the theorem states that `spread k t` and `spread k 0` are probability vectors at distance $t$ and attain equality. The distance is $\tfrac12\bigl(t+(n-1)\tfrac{t}{n-1}\bigr)=t$. The entropy of `spread k t` is
$$-(1-t)\log(1-t)-t\log\frac{t}{n-1},$$
which is the bound (`hS`). At $t=0$ it vanishes (`hz`). Entropy is non-negative (`hnn`), so the absolute value can be removed.

```lean
#print axioms ClassicalFannes.abs_shannon_sub_le
-- 'ClassicalFannes.abs_shannon_sub_le' depends on axioms: [propext, Classical.choice, Quot.sound]
#print axioms ClassicalFannes.fannes_sharp
-- 'ClassicalFannes.fannes_sharp' depends on axioms: [propext, Classical.choice, Quot.sound]
```
